# The Legendre series Σ Pₖ(x) tᵏ equals 1/√(1 − 2xt + t²) for |x| ≤ 1 and |t| < 1

For real x and t with |x| ≤ 1 and |t| < 1,

Σ Pₖ(x) tᵏ = 1/√(1 − 2xt + t²), k = 0, 1, 2, …

where Pₖ is the k-th Legendre polynomial. In the Coulomb repulsion of two electrons, x is the cosine of the angle between their position vectors and t is the ratio of the shorter radius to the longer. The expansion underlies the Slater integrals of atomic shell theory; here it is proved for two fixed positions at unequal distances from the nucleus.

## Legendre values from a recursion

```lean
import Mathlib

open Finset

namespace CoulombMultipole

noncomputable section

/-- The value `P_k(x)` of the Legendre polynomial, defined by `P_0 = 1`, `P_1 = x` and
Bonnet's recursion. -/
def legendreP (x : ℝ) : ℕ → ℝ
  | 0 => 1
  | 1 => x
  | (k + 2) => ((2 * (k : ℝ) + 3) * x * legendreP x (k + 1)
      - ((k : ℝ) + 1) * legendreP x k) / ((k : ℝ) + 2)
```

`legendreP x k` is the number Pₖ(x), with the argument x written before the order k. The three lines give P₀ = 1, P₁ = x and Bonnet's recursion solved for its highest term. The notation `(k : ℝ)` turns the integer k into a real number.

```lean
/-- The multipole series `∑ P_k(x) t^k` as a function of the ratio `t` of the two radii,
for `|x| ≤ 1` and `|t| < 1`. -/
def multipoleSum (x t : ℝ) : ℝ := ∑' k, legendreP x k * t ^ k
```

This names the sum of the series, G(t) = Σ Pₖ(x) tᵏ, at fixed x. The symbol `∑'` denotes an infinite sum; convergence is proved below.

```lean
/-- Bonnet's recursion, cleared of its denominator. -/
theorem bonnet (x : ℝ) (k : ℕ) :
    ((k : ℝ) + 2) * legendreP x (k + 2) =
      (2 * (k : ℝ) + 3) * x * legendreP x (k + 1) - ((k : ℝ) + 1) * legendreP x k := by
  have h : (k : ℝ) + 2 ≠ 0 := by positivity
  rw [legendreP, mul_comm ((k : ℝ) + 2)]
  exact ((div_eq_iff h).mp rfl).symm
```

In a Lean theorem, the statement stands before `:=` and the proof after it. This one reads

(k+2) Pₖ₊₂ = (2k+3) x Pₖ₊₁ − (k+1) Pₖ,

which is the textbook recursion with its index raised by one. The proof multiplies the definition by k+2, which is not zero.

## Why |Pₖ(x)| never exceeds one for |x| ≤ 1

```lean
/-- A quadratic form in two successive Legendre polynomials is bounded by `1 - x²`
at every order. -/
theorem quadratic_bound (x : ℝ) (k : ℕ) :
    legendreP x k ^ 2 - 2 * x * legendreP x k * legendreP x (k + 1)
      + legendreP x (k + 1) ^ 2 ≤ 1 - x ^ 2 := by
  induction k with
  | zero =>
    have h0 : legendreP x 0 = 1 := rfl
    have h1 : legendreP x (0 + 1) = x := rfl
    rw [h0, h1]
    apply le_of_eq
    ring
  | succ k ih =>
    have hb : ((k : ℝ) + 2) * legendreP x (k + 1 + 1) = _ := bonnet x k
    have hk : (0 : ℝ) ≤ k := Nat.cast_nonneg k
    generalize legendreP x (k + 1 + 1) = c at *
    generalize legendreP x (k + 1) = b at *
    generalize legendreP x k = a at *
    -- the recursion contracts the component `x b - a`
    have h : ((k : ℝ) + 2) * (c - x * b) = ((k : ℝ) + 1) * (x * b - a) := by
      linear_combination hb
    have h2 : ((k : ℝ) + 2) ^ 2 * (c - x * b) ^ 2
        ≤ ((k : ℝ) + 2) ^ 2 * (x * b - a) ^ 2 := by
      rw [← mul_pow, h, mul_pow]
      exact mul_le_mul_of_nonneg_right (by nlinarith) (sq_nonneg _)
    have h3 : (c - x * b) ^ 2 ≤ (x * b - a) ^ 2 :=
      le_of_mul_le_mul_left h2 (by positivity)
    linarith [h3, ih]
```

Let Qₖ = Pₖ² − 2x Pₖ Pₖ₊₁ + Pₖ₊₁². The claim is Qₖ ≤ 1 − x² for every k, by induction. At k = 0, Q₀ = 1 − 2x² + x² = 1 − x². For the step, subtract (k+2) x Pₖ₊₁ from both sides of Bonnet's recursion:

(k+2)(Pₖ₊₂ − x Pₖ₊₁) = (k+1)(x Pₖ₊₁ − Pₖ).

Since k+1 < k+2, squaring gives

(Pₖ₊₂ − x Pₖ₊₁)² ≤ (x Pₖ₊₁ − Pₖ)².

Adding (1 − x²) Pₖ₊₁² to both sides turns this into Qₖ₊₁ ≤ Qₖ. In the code, `generalize` renames the three successive values a, b, c; `h` is the identity, `h3` the inequality, and `linarith` does the final addition.

```lean
/-- For a real angle, `|x| ≤ 1`, every Legendre polynomial is bounded by one. -/
theorem abs_legendreP_le_one {x : ℝ} (hx : |x| ≤ 1) (k : ℕ) : |legendreP x k| ≤ 1 := by
  have hx2 : x ^ 2 ≤ 1 := (sq_le_one_iff_abs_le_one x).mpr hx
  apply (sq_le_one_iff_abs_le_one _).mp
  rcases hx2.lt_or_eq with hlt | heq
  · by_contra hP
    have hP' : 0 < legendreP x k ^ 2 - 1 := by linarith [not_le.mp hP]
    have hs : 0 < 1 - x ^ 2 := by linarith
    nlinarith [mul_pos hs hP', sq_nonneg (legendreP x (k + 1) - x * legendreP x k),
      quadratic_bound x k]
  · -- at the endpoints the quadratic form forces `P_(k+1) = x P_k`
    induction k with
    | zero => simp [legendreP]
    | succ k ih =>
      have h : (legendreP x (k + 1) - x * legendreP x k) ^ 2 ≤ 0 := by
        have hq := quadratic_bound x k
        have e : (legendreP x (k + 1) - x * legendreP x k) ^ 2 =
            (legendreP x k ^ 2 - 2 * x * legendreP x k * legendreP x (k + 1)
              + legendreP x (k + 1) ^ 2) + (x ^ 2 - 1) * legendreP x k ^ 2 := by ring
        rw [e, heq, sub_self, zero_mul]
        linarith
      have h0 := pow_eq_zero_iff (two_ne_zero) |>.mp (le_antisymm h (sq_nonneg _))
      rw [sub_eq_zero.mp h0, mul_pow, heq, one_mul]
      exact ih
```

Completing the square gives

Qₖ = (Pₖ₊₁ − x Pₖ)² + (1 − x²) Pₖ² ≤ 1 − x².

If x² < 1, drop the first square and divide by 1 − x² to get Pₖ² ≤ 1. Lean argues by contradiction: if Pₖ² > 1, the product (1 − x²)(Pₖ² − 1) is positive (`mul_pos hs hP'`), and `nlinarith` combines this with the bound on Qₖ to reach a contradiction. If x² = 1, the inequality forces Pₖ₊₁ = x Pₖ, so Pₖ₊₁² = Pₖ², and induction from P₀ = 1 finishes the case.

## Convergence and a positive distance

```lean
/-- Two series with equal terms have the same sum. -/
theorem hasSum_of_eq {f g : ℕ → ℝ} {a : ℝ} (h : HasSum f a) (e : ∀ k, g k = f k) :
    HasSum g a := by
  rwa [show g = f from funext e]
```

`HasSum f a` says that the series with terms f(k) converges to a, in whatever order the terms are added. This helper lets the terms be rewritten in an equal form.

```lean
/-- The multipole series converges for `|x| ≤ 1` and `|t| < 1`. -/
theorem summable_terms {x t : ℝ} (hx : |x| ≤ 1) (ht : |t| < 1) :
    Summable (fun k => legendreP x k * t ^ k) := by
  refine Summable.of_norm_bounded (g := fun k => |t| ^ k)
    (summable_geometric_of_lt_one (abs_nonneg t) ht) fun k => ?_
  rw [Real.norm_eq_abs, abs_mul, abs_pow]
  exact mul_le_of_le_one_left (by positivity) (abs_legendreP_le_one hx k)
```

By the previous bound, |Pₖ(x) tᵏ| ≤ |t|ᵏ, and the geometric series converges for |t| < 1.

```lean
/-- The squared reduced distance `1 - 2xt + t²` is positive for `|x| ≤ 1` and `|t| < 1`. -/
theorem dist_sq_pos {x t : ℝ} (hx : |x| ≤ 1) (ht : |t| < 1) :
    0 < 1 - 2 * x * t + t ^ 2 := by
  have hx2 : x ^ 2 ≤ 1 := (sq_le_one_iff_abs_le_one x).mpr hx
  have h : x * t < 1 := by
    calc x * t ≤ |x| * |t| := (le_abs_self _).trans_eq (abs_mul x t)
      _ ≤ |t| := mul_le_of_le_one_left (abs_nonneg t) hx
      _ < 1 := ht
  have h1 : 0 < (1 - x * t) ^ 2 := pow_pos (by linarith) 2
  have h2 : 0 ≤ t ^ 2 * (1 - x ^ 2) := mul_nonneg (sq_nonneg t) (by linarith)
  linarith
```

The quantity under the root is the squared distance between the electrons in units of the longer radius. It splits as

1 − 2xt + t² = (1 − xt)² + t²(1 − x²).

Because xt ≤ |x||t| ≤ |t| < 1, the first square is positive; the second term is not negative.

## A differential equation for the sum

```lean
/-- For `|x| ≤ 1` and `|t| < 1` the multipole series is differentiable in `t` and obeys
`G' = (x - t) G / (1 - 2xt + t²)`. -/
theorem hasDerivAt_multipoleSum {x t : ℝ} (hx : |x| ≤ 1) (ht : |t| < 1) :
    HasDerivAt (multipoleSum x)
      ((x - t) * multipoleSum x t / (1 - 2 * x * t + t ^ 2)) t := by
  obtain ⟨r, htr, hr⟩ := exists_between ht
  have hr0 : 0 < r := (abs_nonneg t).trans_lt htr
  have hmem : t ∈ Set.Ioo (-r) r := abs_lt.mp htr
  have hu : Summable (fun k : ℕ => (k : ℝ) * r ^ (k - 1)) := by
    rw [← summable_nat_add_iff 1]
    have h1 : Summable (fun k : ℕ => (k : ℝ) ^ 1 * r ^ k) :=
      summable_pow_mul_geometric_of_norm_lt_one 1 (by rwa [Real.norm_of_nonneg hr0.le])
    refine (h1.add (summable_geometric_of_lt_one hr0.le hr)).congr fun k => ?_
    simp only [Nat.add_sub_cancel, Nat.cast_add, Nat.cast_one]
    ring
  have hbound : ∀ (k : ℕ) (y : ℝ), y ∈ Set.Ioo (-r) r →
      ‖legendreP x k * ((k : ℝ) * y ^ (k - 1))‖ ≤ (k : ℝ) * r ^ (k - 1) := by
    intro k y hy
    have hy' : |y| ≤ r := (abs_lt.mpr hy).le
    have hP := abs_legendreP_le_one hx k
    rw [Real.norm_eq_abs, abs_mul, abs_mul, abs_pow, Nat.abs_cast]
    calc _ ≤ 1 * ((k : ℝ) * r ^ (k - 1)) := by gcongr
      _ = _ := one_mul _
  obtain ⟨D, hD⟩ := Summable.of_norm_bounded hu (fun k => hbound k t hmem)
  -- termwise differentiation
  have hderiv : HasDerivAt (multipoleSum x) D t := by
    have h := hasDerivAt_tsum_of_isPreconnected
      (g := fun (k : ℕ) (y : ℝ) => legendreP x k * y ^ k)
      (g' := fun (k : ℕ) (y : ℝ) => legendreP x k * ((k : ℝ) * y ^ (k - 1)))
      hu isOpen_Ioo isPreconnected_Ioo
      (fun k y _ => (hasDerivAt_pow k y).const_mul _) hbound hmem (summable_terms hx ht) hmem
    rw [← hD.tsum_eq]
    exact h
  have hp : HasSum (fun k => legendreP x k * t ^ k) (multipoleSum x t) :=
    (summable_terms hx ht).hasSum
  have h1 : HasSum (fun k : ℕ => legendreP x (k + 1) * (((k : ℝ) + 1) * t ^ k)) D := by
    simpa using (hasSum_nat_add_iff' 1).mpr hD
  have h2 := (hasSum_nat_add_iff' 1).mpr h1
  have p1 := (hasSum_nat_add_iff' 1).mpr hp
  -- Bonnet's recursion, summed over all orders
  have hz := hasSum_of_eq (g := fun _ => 0)
    ((h2.sub (((h1.mul_left (2 * t)).add p1).mul_left x)).add
      ((hD.mul_left (t ^ 2)).add (hp.mul_left t))) (fun k => by
        have hk : (k : ℝ) * t ^ 2 * t ^ (k - 1) = k * t ^ (k + 1) := by
          cases k with
          | zero => simp
          | succ n =>
            rw [Nat.add_sub_cancel]
            ring
        simp only [Nat.cast_add, Nat.cast_one]
        linear_combination -t ^ (k + 1) * bonnet x k - legendreP x k * hk)
  have h0 := hz.unique hasSum_zero
  have P0 : legendreP x 0 = 1 := rfl
  have P1 : legendreP x 1 = x := rfl
  simp only [sum_range_one, pow_zero, Nat.cast_zero, zero_add, P0, P1] at h0
  refine hderiv.congr_deriv ?_
  rw [eq_div_iff (dist_sq_pos hx ht).ne']
  linear_combination h0
```

`HasDerivAt f d t` says that f has derivative d at t. The theorem therefore states

G′(t) = (x − t) G(t) / (1 − 2xt + t²).

To differentiate term by term, choose r with |t| < r < 1. For |y| < r the derivative of each term satisfies |k Pₖ yᵏ⁻¹| ≤ k rᵏ⁻¹, and these bounds have a finite sum (`hu`, `hbound`). Hence G′(t) = D, where D = Σ k Pₖ tᵏ⁻¹.

Now multiply Bonnet's recursion by tᵏ⁺¹ and sum over k ≥ 0. The three parts are

Σ (k+2) Pₖ₊₂ tᵏ⁺¹ = D − x

Σ (2k+3) Pₖ₊₁ tᵏ⁺¹ = 2tD + G − 1

Σ (k+1) Pₖ tᵏ⁺¹ = t²D + tG.

Therefore

D − x = x(2tD + G − 1) − t²D − tG,

which rearranges to (1 − 2xt + t²) D = (x − t) G. In Lean, `hasSum_nat_add_iff' 1` removes the first term of a series, `hz` combines the shifted series into one whose terms all vanish, and the positive distance permits the last division.

## The closed form

```lean
/-- Multipole expansion: for `|x| ≤ 1` and `|t| < 1` the series `∑ P_k(x) t^k` converges
to `1 / √(1 - 2xt + t²)`. -/
theorem multipole_expansion {x t : ℝ} (hx : |x| ≤ 1) (ht : |t| < 1) :
    HasSum (fun k => legendreP x k * t ^ k) (1 / √(1 - 2 * x * t + t ^ 2)) := by
  have alg : ∀ a g w q : ℝ, w ≠ 0 → w ^ 2 = q →
      a * g / q * w + g * (-2 * a / (2 * w)) = 0 := by
    intro a g w q hw hq
    subst hq
    rw [div_mul_eq_mul_div, mul_div_assoc',
      div_add_div _ _ (pow_ne_zero 2 hw) (mul_ne_zero two_ne_zero hw)]
    exact div_eq_zero_iff.mpr (Or.inl (by ring))
  -- the product of the series with the reduced distance has zero derivative
  have hF : ∀ s : ℝ, |s| < 1 →
      HasDerivAt (fun u => multipoleSum x u * √(1 - 2 * x * u + u ^ 2)) 0 s := by
    intro s hs
    have hpos := dist_sq_pos hx hs
    have hq : HasDerivAt (fun u : ℝ => 1 - 2 * x * u + u ^ 2) (-2 * (x - s)) s :=
      ((((hasDerivAt_id' s).const_mul (2 * x)).const_sub 1).fun_add
        (hasDerivAt_pow 2 s)).congr_deriv (by norm_num; ring)
    exact ((hasDerivAt_multipoleSum hx hs).fun_mul (hq.sqrt hpos.ne')).congr_deriv
      (alg _ _ _ _ (Real.sqrt_pos.mpr hpos).ne' (Real.sq_sqrt hpos.le))
  have hconst : multipoleSum x t * √(1 - 2 * x * t + t ^ 2)
      = multipoleSum x 0 * √(1 - 2 * x * 0 + 0 ^ 2) := by
    have h := Convex.norm_image_sub_le_of_norm_hasDerivWithin_le
      (f := fun u => multipoleSum x u * √(1 - 2 * x * u + u ^ 2))
      (f' := fun _ => 0) (C := 0) (s := Set.Ioo (-1 : ℝ) 1) (x := 0) (y := t)
      (fun s hs => (hF s (abs_lt.mpr hs)).hasDerivWithinAt) (fun _ _ => by simp)
      (convex_Ioo _ _) (by simp) (abs_lt.mp ht)
    exact sub_eq_zero.mp (norm_le_zero_iff.mp (h.trans_eq (zero_mul _)))
  have h0 : multipoleSum x 0 = 1 :=
    (tsum_eq_single 0 (fun k hk => by simp [hk])).trans (by simp [legendreP])
  have h1 : multipoleSum x t * √(1 - 2 * x * t + t ^ 2) = 1 := by
    rw [hconst, h0]
    simp
  rw [← (eq_div_iff (Real.sqrt_pos.mpr (dist_sq_pos hx ht)).ne').mpr h1]
  exact (summable_terms hx ht).hasSum
```

Write q = 1 − 2xt + t² and w = √q. Then w′ = −(x − t)/w, so

(Gw)′ = (x − t)Gw/q − G(x − t)/w = 0,

because w² = q. The product Gw is thus constant for −1 < t < 1. At t = 0 only the k = 0 term survives, so G = 1 and w = 1. Hence Gw = 1 throughout, which also fixes the sign of the root.

The local fact `alg` is the cancellation and `hF` the vanishing derivative. `hconst` obtains constancy from the mean value inequality, with zero as the bound on the derivative.

## Two electrons at unequal radii

```lean
/-- Coulomb expansion: if `r₁` is shorter than `r₂`, then `1/|r₁ - r₂|` is the sum of
`P_k(cos γ) |r₁|^k / |r₂|^(k+1)`, with `γ` the angle between the two vectors. -/
theorem coulomb_expansion {E : Type*} [NormedAddCommGroup E] [InnerProductSpace ℝ E]
    (r₁ r₂ : E) (h : ‖r₁‖ < ‖r₂‖) :
    HasSum (fun k => legendreP (Real.cos (InnerProductGeometry.angle r₁ r₂)) k
      * (‖r₁‖ ^ k / ‖r₂‖ ^ (k + 1))) (1 / ‖r₁ - r₂‖) := by
  have hb : 0 < ‖r₂‖ := (norm_nonneg r₁).trans_lt h
  obtain ⟨t, hab⟩ : ∃ t, ‖r₁‖ = t * ‖r₂‖ := ⟨‖r₁‖ / ‖r₂‖, by field_simp⟩
  have ht : |t| < 1 := by
    have e : |t| * ‖r₂‖ = ‖r₁‖ := by
      rw [← abs_of_nonneg (norm_nonneg r₁), hab, abs_mul, abs_of_nonneg hb.le]
    exact lt_of_mul_lt_mul_right (by rw [e, one_mul]; exact h) hb.le
  have hm := (multipole_expansion
    (Real.abs_cos_le_one (InnerProductGeometry.angle r₁ r₂)) ht).mul_left (1 / ‖r₂‖)
  -- law of cosines
  have hq : 1 - 2 * Real.cos (InnerProductGeometry.angle r₁ r₂) * t + t ^ 2
      = (‖r₁ - r₂‖ / ‖r₂‖) ^ 2 := by
    rw [div_pow, eq_div_iff (pow_ne_zero 2 hb.ne'), norm_sub_sq_real,
      ← InnerProductGeometry.cos_angle_mul_norm_mul_norm, hab]
    ring
  rw [hq, Real.sqrt_sq (by positivity), one_div_div, one_div_mul_eq_div, div_right_comm,
    div_self hb.ne'] at hm
  refine hasSum_of_eq hm fun k => ?_
  rw [hab, mul_pow, pow_succ]
  field_simp

end

end CoulombMultipole
```

Here `r₁` is always the shorter vector, the one textbooks mark r<. With γ the angle between the vectors and r₁, r₂ also denoting their lengths, the statement is

1/|**r₁** − **r₂**| = Σ Pₖ(cos γ) r₁ᵏ / r₂ᵏ⁺¹.

The space `E` is any real inner product space; for electrons it is ordinary three-dimensional space. The prefactor e²/(4πε₀) is left out. If r₁ = 0, Lean assigns the undefined angle the value π/2, but only the k = 0 term remains and the result is 1/r₂, as it should be.

By hand, set x = cos γ and t = r₁/r₂ < 1. The law of cosines gives

|**r₁** − **r₂**|² = r₂² (1 − 2xt + t²),

so dividing the closed form by r₂ yields the expansion. In the code, `hq` is the law of cosines and `hm` the divided series.

The theorem holds at each pair of positions with r₁ < r₂; exchanging the labels handles r₁ > r₂. To reach a Slater integral one must still integrate the series term by term over the electron orbitals, a step that needs its own justification.

```lean
#print axioms CoulombMultipole.abs_legendreP_le_one
-- 'CoulombMultipole.abs_legendreP_le_one' depends on axioms: [propext, Classical.choice, Quot.sound]
#print axioms CoulombMultipole.coulomb_expansion
-- 'CoulombMultipole.coulomb_expansion' depends on axioms: [propext, Classical.choice, Quot.sound]
```
